# For periodic C² bands in one dimension with curvature at most M in magnitude, a uniform mesh of spacing h over a full period overestimates the gap by at most M h²/4

## Two mesh points that miss both band edges

Take a conduction band $c(k)=2-\cos k$ and a valence band $v(k)=-c(k)$, and sample them only at $k=\pm\pi/2$. The true gap, at $k=0$, is $2$; the mesh reports $4$. With a finer mesh of spacing $h$, an edge can still sit $h/2$ away from the nearest point, so I would expect an error proportional to $h$. If the gap is indirect, the two edges lie at different momenta and one mesh may miss both. Can I still bound the error, wherever the mesh starts?

## The slope vanishes at an edge, so the error is at most quadratic

Yes. If both bands are twice continuously differentiable, with second derivatives at most $M$ in absolute value, the error lies between $0$ and $Mh^2/4$. In your example $M=1$ and $h=\pi$, so the bound is $\pi^2/4\approx2.47$ and the error is $2$.

Let the mesh be $k_j=k_0+jh$ with $j=0,\dots,N-1$, and let $Nh$ be a period of both bands. Being continuous and periodic, they attain their edges.

Consider first a band $f$ with its minimum at $x_0$. There $f'(x_0)=0$, so the curvature bound gives $|f'(y)|\le M|y-x_0|$. For a momentum $k=x_0+d$, set
$$G(t)=f(x_0+td)-\tfrac M2d^2t^2 .$$
For $0<t<1$,
$$G'(t)=f'(x_0+td)\,d-Md^2t\le Mt|d|\,|d|-Md^2t=0 .$$
Hence $G(1)\le G(0)$, which says
$$f(k)\le f(x_0)+\tfrac M2(k-x_0)^2 .$$

Next, round $s=(x_0-k_0)/h$ to the nearest integer $m$, and write $m=j+Nq$ with $0\le j<N$ and $q$ an integer. Then
$$|x_0-(k_j+qNh)|=h|s-m|\le h/2 .$$
Periodicity removes the shift $qNh$, so
$$f(k_j)\le f(x_0)+\tfrac M2\Big(\tfrac h2\Big)^2=f(x_0)+\tfrac{Mh^2}8 .$$

Apply this to $c$ and to $-v$. The sampled conduction minimum is at most $Mh^2/8$ too high and the sampled valence maximum at most $Mh^2/8$ too low. Together these errors are at most $Mh^2/4$, even when the edges are at different momenta. The error is never negative, because sampling cannot go below the true minimum of $c$ or above the true maximum of $v$.

In the Lean file, `trueGap` takes the infimum of `c` and the supremum of `v` independently over all real momenta, so indirect gaps are included. `sampledGap` does the same over `Fin N`, the indices $0,\dots,N-1$. The main theorem, `sampledGap_error`, holds for every offset `k₀` and every `N > 0`. `ContDiff ℝ 2` is the smoothness assumption, and `Function.Periodic v (N * h)` makes the mesh span a period. The gap may be zero or negative.

The constant `M` is supplied, not derived from a Hamiltonian. Physically it caps the inverse effective mass, up to the factor $\hbar^2$, over the whole zone. The theorem concerns one pair of one-dimensional bands with exact energies at the mesh points. Within that model, halving the spacing of a band-structure mesh divides the error bound by four.

```lean
import Mathlib

open Set

namespace BandGapMesh

noncomputable section

/-- The `j`-th point of the uniform mesh with offset `k₀` and spacing `h`. -/
def meshPoint (k₀ h : ℝ) (j : ℕ) : ℝ := k₀ + j * h

/-- The true, possibly indirect, gap: lowest conduction value minus highest valence value,
for a conduction band bounded below and a valence band bounded above. -/
def trueGap (v c : ℝ → ℝ) : ℝ := (⨅ k, c k) - ⨆ k, v k

/-- The sampled gap: lowest conduction value minus highest valence value on a mesh of
`N > 0` points. -/
def sampledGap (v c : ℝ → ℝ) (k₀ h : ℝ) (N : ℕ) : ℝ :=
  (⨅ j : Fin N, c (meshPoint k₀ h j)) - ⨆ j : Fin N, v (meshPoint k₀ h j)

/-- If the valence values are largest at `i` and the conduction values smallest at `j`,
the gap is the difference of these two values. -/
theorem gap_eq {ι : Type*} {v c : ι → ℝ} {i j : ι}
    (hv : ∀ k, v k ≤ v i) (hc : ∀ k, c j ≤ c k) :
    (⨅ k, c k) - (⨆ k, v k) = c j - v i := by
  have h1 : IsLeast (Set.range c) (c j) :=
    ⟨⟨j, rfl⟩, by rintro _ ⟨k, rfl⟩; exact hc k⟩
  have h2 : IsGreatest (Set.range v) (v i) :=
    ⟨⟨i, rfl⟩, by rintro _ ⟨k, rfl⟩; exact hv k⟩
  exact congrArg₂ (· - ·) h1.csInf_eq h2.csSup_eq

/-- Continuous bands of period `a > 0` attain their edges, and the true gap is the difference
of the two edge energies. -/
theorem exists_band_edges {v c : ℝ → ℝ} {a : ℝ} (ha : 0 < a)
    (hv : Continuous v) (hc : Continuous c)
    (pv : Function.Periodic v a) (pc : Function.Periodic c a) :
    ∃ kv kc, (∀ k, v k ≤ v kv) ∧ (∀ k, c kc ≤ c k) ∧ trueGap v c = c kc - v kv := by
  -- one period is compact, and every value occurs in it
  have key : ∀ f : ℝ → ℝ, Continuous f → Function.Periodic f a → ∃ x, ∀ k, f x ≤ f k := by
    intro f hf pf
    obtain ⟨x, -, hx⟩ := isCompact_Icc.exists_isMinOn
      (Set.nonempty_Icc.2 ha.le) hf.continuousOn
    refine ⟨x, fun k => ?_⟩
    obtain ⟨y, hy, e⟩ := pf.exists_mem_Ico₀ ha k
    rw [e]
    exact hx (Set.Ico_subset_Icc_self hy)
  obtain ⟨kc, hkc⟩ := key c hc pc
  obtain ⟨kv, hkv⟩ := key (fun k => -v k) hv.neg (fun k => congrArg Neg.neg (pv k))
  have hkv' : ∀ k, v k ≤ v kv := fun k => neg_le_neg_iff.1 (hkv k)
  exact ⟨kv, kc, hkv', hkc, gap_eq hkv' hkc⟩

/-- A twice continuously differentiable band with curvature at most `M` in absolute value
rises at most quadratically, with coefficient `M / 2`, from its minimum. -/
theorem le_quadratic {f : ℝ → ℝ} {M x₀ : ℝ} (hf : ContDiff ℝ 2 f)
    (hM : ∀ k, |deriv (deriv f) k| ≤ M) (h0 : ∀ k, f x₀ ≤ f k) (k : ℝ) :
    f k ≤ f x₀ + M / 2 * (k - x₀) ^ 2 := by
  have h2 : ContDiff ℝ (1 + 1) f := by rw [one_add_one_eq_two]; exact hf
  have d1 : Differentiable ℝ f := (contDiff_succ_iff_deriv.1 h2).1
  have d2 : Differentiable ℝ (deriv f) :=
    (contDiff_succ_iff_deriv.1 h2).2.2.differentiable (by simp)
  have hmin : IsLocalMin f x₀ := Filter.Eventually.of_forall h0
  -- the slope vanishes at the minimum and grows at most linearly
  have slope : ∀ y, |deriv f y| ≤ M * |y - x₀| := by
    intro y
    have := Convex.norm_image_sub_le_of_norm_deriv_le (f := deriv f) (s := Set.univ)
      (C := M) (x := x₀) (y := y) (fun z _ => d2 z)
      (fun z _ => (Real.norm_eq_abs _).trans_le (hM z)) convex_univ trivial trivial
    rw [hmin.deriv_eq_zero, sub_zero, Real.norm_eq_abs, Real.norm_eq_abs] at this
    exact this
  obtain ⟨d, rfl⟩ : ∃ d, k = x₀ + d := ⟨k - x₀, by ring⟩
  have hG : ∀ t : ℝ, HasDerivAt (fun t => f (x₀ + t * d) - M / 2 * d ^ 2 * (t * t))
      (deriv f (x₀ + t * d) * d - M * d ^ 2 * t) t := by
    intro t
    have h1 : HasDerivAt (fun t : ℝ => x₀ + t * d) d t := by
      simpa using ((hasDerivAt_id' t).mul_const d).const_add x₀
    have h3 : HasDerivAt (fun t : ℝ => M / 2 * d ^ 2 * (t * t)) (M * d ^ 2 * t) t :=
      (((hasDerivAt_id' t).fun_mul (hasDerivAt_id' t)).const_mul (M / 2 * d ^ 2)).congr_deriv
        (by ring)
    exact ((d1 (x₀ + t * d)).hasDerivAt.comp t h1).fun_sub h3
  -- band minus parabola decreases along the segment from the minimum
  have anti := antitoneOn_of_deriv_nonpos (convex_Icc (0 : ℝ) 1)
    (fun t _ => (hG t).continuousAt.continuousWithinAt)
    (fun t _ => (hG t).differentiableAt.differentiableWithinAt)
    (fun t ht => by
      rw [interior_Icc] at ht
      rw [(hG t).deriv]
      have s := slope (x₀ + t * d)
      rw [add_sub_cancel_left, abs_mul, abs_of_pos ht.1] at s
      have s2 := mul_le_mul_of_nonneg_right s (abs_nonneg d)
      have s3 := le_abs_self (deriv f (x₀ + t * d) * d)
      rw [abs_mul] at s3
      have s4 : M * (t * |d|) * |d| = M * d ^ 2 * t := by rw [← sq_abs d]; ring
      linarith)
  have fin := anti (Set.left_mem_Icc.2 zero_le_one) (Set.right_mem_Icc.2 zero_le_one)
    zero_le_one
  simp only [one_mul, zero_mul, add_zero, mul_zero, sub_zero, mul_one] at fin
  rw [add_sub_cancel_left]
  linarith

/-- For `N > 0` and `h > 0`, every crystal momentum lies within half a spacing of a mesh point, up
to a whole number of periods `N * h`. -/
theorem exists_near_meshPoint {N : ℕ} (hN : 0 < N) {h : ℝ} (hh : 0 < h) (k₀ x : ℝ) :
    ∃ j : Fin N, ∃ q : ℤ, |x - (meshPoint k₀ h j + q * (N * h))| ≤ h / 2 := by
  obtain ⟨t, ht⟩ : ∃ t, t * h = x - k₀ := ⟨(x - k₀) / h, div_mul_cancel₀ _ hh.ne'⟩
  have hN' : (0 : ℤ) < N := by exact_mod_cast hN
  -- round to the nearest mesh index and fold it back into one period
  obtain ⟨j, hj⟩ := Int.eq_ofNat_of_zero_le (Int.emod_nonneg (round t) hN'.ne')
  have hlt := Int.emod_lt_of_pos (round t) hN'
  rw [hj] at hlt
  obtain ⟨q, hq⟩ : ∃ q : ℤ, round t = j + N * q :=
    ⟨round t / N, by have := Int.emod_def (round t) N; linarith⟩
  have hr : (round t : ℝ) = j + N * q := by exact_mod_cast hq
  refine ⟨⟨j, by exact_mod_cast hlt⟩, q, ?_⟩
  have e : x - (k₀ + j * h + q * (N * h)) = h * (t - round t) := by
    linear_combination h * hr - ht
  change |x - (k₀ + j * h + q * (N * h))| ≤ h / 2
  rw [e, abs_mul, abs_of_pos hh]
  have := mul_le_mul_of_nonneg_left (abs_sub_round t) hh.le
  linarith

/-- For a twice continuously differentiable band of period `N * h > 0` with curvature at most `M` in
absolute value, some mesh point lies at most `M h² / 8` above the band minimum. -/
theorem edge_error {f : ℝ → ℝ} {M h x₀ : ℝ} {N : ℕ} (hN : 0 < N) (hh : 0 < h)
    (hf : ContDiff ℝ 2 f) (hp : Function.Periodic f (N * h))
    (hM : ∀ k, |deriv (deriv f) k| ≤ M) (h0 : ∀ k, f x₀ ≤ f k) (k₀ : ℝ) :
    ∃ j : Fin N, f (meshPoint k₀ h j) ≤ f x₀ + M * h ^ 2 / 8 := by
  obtain ⟨j, q, hq⟩ := exists_near_meshPoint hN hh k₀ x₀
  refine ⟨j, ?_⟩
  have t := le_quadratic hf hM h0 (meshPoint k₀ h j + q * (N * h))
  have e : f (meshPoint k₀ h j + q * (N * h)) = f (meshPoint k₀ h j) := hp.int_mul q _
  rw [e] at t
  obtain ⟨b1, b2⟩ := abs_le.1 hq
  have sq : (meshPoint k₀ h j + q * (N * h) - x₀) ^ 2 ≤ (h / 2) ^ 2 :=
    sq_le_sq' (by linarith) (by linarith)
  have M0 : 0 ≤ M := (abs_nonneg _).trans (hM 0)
  have M2 : 0 ≤ M / 2 := by linarith
  have := mul_le_mul_of_nonneg_left sq M2
  linarith

/-- For twice continuously differentiable bands of period `N * h > 0` with second derivatives at
most `M` in absolute value, the sampled gap exceeds the true gap by between `0` and `M h² / 4`,
whatever the mesh offset. -/
theorem sampledGap_error {v c : ℝ → ℝ} {M h : ℝ} {N : ℕ} (hN : 0 < N) (hh : 0 < h)
    (hv : ContDiff ℝ 2 v) (hc : ContDiff ℝ 2 c)
    (pv : Function.Periodic v (N * h)) (pc : Function.Periodic c (N * h))
    (Mv : ∀ k, |deriv (deriv v) k| ≤ M) (Mc : ∀ k, |deriv (deriv c) k| ≤ M) (k₀ : ℝ) :
    0 ≤ sampledGap v c k₀ h N - trueGap v c ∧
      sampledGap v c k₀ h N - trueGap v c ≤ M * h ^ 2 / 4 := by
  have : Nonempty (Fin N) := ⟨⟨0, hN⟩⟩
  have ha : 0 < (N : ℝ) * h := mul_pos (by exact_mod_cast hN) hh
  obtain ⟨kv, kc, hkv, hkc, hgap⟩ := exists_band_edges ha hv.continuous hc.continuous pv pc
  rw [hgap, sampledGap]
  constructor
  · -- sampled energies never pass the band edges
    have h1 : c kc ≤ ⨅ j : Fin N, c (meshPoint k₀ h j) := le_ciInf fun j => hkc _
    have h2 : (⨆ j : Fin N, v (meshPoint k₀ h j)) ≤ v kv := ciSup_le fun j => hkv _
    linarith
  · -- each edge is missed by at most `M h² / 8`; the valence band is turned upside down
    have Mn : ∀ k, |deriv (deriv fun k => -v k) k| ≤ M := by
      intro k
      have e1 : (deriv fun k => -v k) = fun k => -deriv v k := funext fun k => by simp
      have e2 : deriv (fun k => -deriv v k) k = -deriv (deriv v) k := by simp
      rw [e1, e2, abs_neg]
      exact Mv k
    obtain ⟨i, hi⟩ := edge_error hN hh hc pc Mc hkc k₀
    obtain ⟨j, hj⟩ := edge_error (f := fun k => -v k) hN hh hv.neg
      (fun k => congrArg Neg.neg (pv k)) Mn (fun k => neg_le_neg (hkv k)) k₀
    have h1 : (⨅ j : Fin N, c (meshPoint k₀ h j)) ≤ c (meshPoint k₀ h i) :=
      ciInf_le (Set.finite_range _).bddBelow i
    have h2 : v (meshPoint k₀ h j) ≤ ⨆ j : Fin N, v (meshPoint k₀ h j) :=
      le_ciSup (f := fun j : Fin N => v (meshPoint k₀ h j)) (Set.finite_range _).bddAbove j
    linarith

end

end BandGapMesh
```

`gap_eq` and `exists_band_edges` replace the infimum and supremum by attained edge energies, using compactness of one period. `le_quadratic` is the argument with $G$: a mean-value inequality gives `slope`, and `antitoneOn_of_deriv_nonpos` gives $G(1)\le G(0)$. `exists_near_meshPoint` does the rounding and division with remainder, and `edge_error` combines the two into the $Mh^2/8$ estimate. The main proof gets the lower bound from `le_ciInf` and `ciSup_le`, then applies `edge_error` to `c` and to `fun k => -v k`.

Your linear error does occur at a kink. Take $c(k)=|\sin(k/2)|$ and $v=-c$, which touch at $k=0$. Away from the kinks the curvature is at most $1/4$. A mesh of $N\ge2$ points over the period $2\pi$, with $k=0$ midway between two neighbours, gives a gap of $2\sin(h/4)$ instead of $0$. That is larger than $h^2/16$, the bound for $M=1/4$. So a curvature bound away from the edge does not suffice if the band fails to be differentiable at the edge itself.

```lean
#print axioms BandGapMesh.sampledGap_error
```

```
'BandGapMesh.sampledGap_error' depends on axioms: [propext, Classical.choice, Quot.sound]
```
